# An Infinite Angular Momentum Ladder with an Invariant Subspace but No Invariant Complement

Suppose every space on which $J_+$, $J_-$ and $J_z$ act is treated like a finite collection of spins: find a subspace that the operators preserve, split it off, and expect the remainder to be preserved as well. Without an inner product in which $J_-$ is the adjoint of $J_+$, a ladder may never end, and this procedure can fail. Take a top state with $J_z=n/2$, where $n$ is a natural number, and let $J_-$ lower it again and again without ever giving zero. The states beyond the $n$-th step form a subspace that all three operators preserve. The first $n+1$ states look like a spin-$n/2$ multiplet, but $J_-$ leads from the last of them into the states beyond. No other choice of remainder is preserved either.

## The ladder and its one missing step

Let $n$ be a natural number and set $\hbar=1$. The states are finite complex combinations of basis states $e_0,e_1,e_2,\dots$, and the operators act by

$$J_-e_k=e_{k+1},\qquad J_ze_k=\left(\tfrac n2-k\right)e_k,$$
$$J_+e_0=0,\qquad J_+e_{k+1}=(k+1)(n-k)\,e_k .$$

Here $n=2j$ in the usual notation, and $k$ counts steps down from the top, so $e_k$ has magnetic quantum number $n/2-k$.

These operators obey the angular momentum relations. Since $J_-$ lowers the $J_z$ eigenvalue by one and $J_+$ raises it by one or gives zero, $[J_z,J_-]=-J_-$ and $[J_z,J_+]=J_+$. For the third relation, with $k\ge 1$,

$$[J_+,J_-]e_k=\big((k+1)(n-k)-k(n-k+1)\big)e_k=(n-2k)\,e_k=2J_ze_k .$$

For $k=0$ the second term is absent, and the result is $n\,e_0=2J_ze_0$.

Call a subspace invariant if all three operators map it into itself. The tail $T$ is the span of the $e_k$ with $k>n$. Both $J_-$ and $J_z$ clearly preserve it. The only way out would be the upward step from $e_{n+1}$ to $e_n$, and its coefficient is $(n+1)(n-n)=0$. So $T$ is invariant. It contains $e_{n+1}$ but not $e_0$, hence it is neither zero nor the whole space.

## Why nothing invariant can stand beside the tail

Let $C$ be an invariant subspace, and let $v=\sum_i v_ie_i$ be a vector in $C$ with $v_k\neq0$. Then $e_k$ itself lies in $C$. If $v$ has another nonzero component, at $a\neq k$ say, form

$$w=J_zv-\left(\tfrac n2-a\right)v,\qquad w_i=(a-i)\,v_i .$$

The vector $w$ is in $C$. Its component at $a$ is gone, its component at $k$ is still nonzero, and no new component has appeared. As $v$ has finitely many components, repeating this leaves a nonzero multiple of $e_k$.

Every nonzero invariant subspace therefore contains some $e_k$ and, by repeated use of $J_-$, every $e_{k+m}$ with $m\ge0$. If one such subspace contains all basis states from $e_a$ on and another all those from $e_b$ on, both contain $e_{a+b}$. Two nonzero invariant subspaces always overlap.

An invariant complement $C$ of the tail would have to satisfy $T\cap C=0$ and $T+C=$ the whole space. Because $T$ is proper, $C$ is nonzero. But then $T$ and $C$ share a nonzero vector, which is a contradiction.

## What makes a physical multiplet stop

In quantum mechanics this bears on the construction of spin multiplets: on this algebraic ladder, which carries no inner product, the commutation relations and a top state of weight $n/2$ do not force the lowering to end. The step to a physical spin is the demand for a positive inner product in which $J_-$ is the adjoint of $J_+$. It would give

$$\langle e_{n+1},e_{n+1}\rangle=\langle e_n,J_+J_-e_n\rangle=0,$$

so $e_{n+1}$ must be set to zero, and the tail with it. What remains is the quotient by the tail, of dimension $n+1$. With normalised states $|k\rangle$ it has the familiar matrix elements

$$J_-|k\rangle=\sqrt{(k+1)(n-k)}\,|k+1\rangle\qquad(k<n),$$

whereas the $e_k$ used here are unnormalised. Neither the inner product nor the quotient enters the Lean development below.

## States and operators in Lean

The type `ℕ →₀ ℂ` consists of complex sequences with finitely many nonzero entries. It is a vector space with a countable basis, not a Hilbert space: infinite superpositions are absent, and no topology is involved.

```lean
import Mathlib

namespace LadderNotCompletelyReducible

noncomputable section

/-- The state space: finitely supported complex sequences. -/
abbrev States := ℕ →₀ ℂ

/-- The basis state `e k`, the sequence with a single entry 1 at position `k`. -/
def e (k : ℕ) : States := Finsupp.single k 1
```

Each operator is a linear map fixed by its values on the basis, which is what `Finsupp.linearCombination` does. `Module.End ℂ States` is the type of linear maps from the state space to itself.

```lean
/-- The lowering operator, `J- e_k = e_(k+1)`. -/
def Jminus : Module.End ℂ States :=
  Finsupp.linearCombination ℂ (fun k => e (k + 1))
```

The lowering operator does not depend on $n$; the other two do. The division in `(n : ℂ) / 2` takes place in the complex numbers, so odd $n$ gives half-integer weights as it should.

```lean
/-- The operator `Jz`, with `Jz e_k = (n/2 - k) e_k`. -/
def Jz (n : ℕ) : Module.End ℂ States :=
  Finsupp.linearCombination ℂ (fun k : ℕ => ((n : ℂ) / 2 - k) • e k)

/-- The raising operator, `J+ e_0 = 0` and `J+ e_(k+1) = (k+1)(n-k) e_k`. -/
def Jplus (n : ℕ) : Module.End ℂ States :=
  Finsupp.linearCombination ℂ (fun k : ℕ => match k with
    | 0 => (0 : States)
    | k + 1 => (((k : ℂ) + 1) * ((n : ℂ) - k)) • e k)
```

The two cases of `Jplus` are the top state, which is annihilated, and a state with index `k + 1`, which is raised to index `k`.

Subspaces are terms of type `Submodule ℂ States`. Invariance is required under all three operators, and the tail is the linear span of the basis states with index in `Set.Ioi n`, the numbers strictly greater than $n$.

```lean
/-- A subspace is invariant if `J+`, `J-` and `Jz` all map it into itself. -/
def Invariant (n : ℕ) (U : Submodule ℂ States) : Prop :=
  ∀ v ∈ U, Jplus n v ∈ U ∧ Jminus v ∈ U ∧ Jz n v ∈ U

/-- The tail: the span of the basis states `e k` with `k > n`. -/
def tail (n : ℕ) : Submodule ℂ States := Submodule.span ℂ (e '' Set.Ioi n)
```

## The angular momentum relations

The first theorem recovers the defining formulas as equations about basis states. Everything later refers to these equations and not to the definitions.

```lean
/-- The action of the three operators on the basis states. -/
theorem ladder_action (n : ℕ) :
    (∀ k, Jminus (e k) = e (k + 1)) ∧
    (∀ k : ℕ, Jz n (e k) = ((n : ℂ) / 2 - k) • e k) ∧
    Jplus n (e 0) = 0 ∧
    (∀ k : ℕ, Jplus n (e (k + 1)) = (((k : ℂ) + 1) * ((n : ℂ) - k)) • e k) := by
  refine ⟨fun k => ?_, fun k => ?_, ?_, fun k => ?_⟩
  · simp [Jminus, e, Finsupp.linearCombination_single]
  · simp [Jz, e, Finsupp.linearCombination_single]
  · simp [Jplus, e, Finsupp.linearCombination_single]
  · simp [Jplus, e, Finsupp.linearCombination_single]
```

The next theorem confirms that the operators form an angular momentum algebra. A product such as `Jz n * Jplus n` means composition, with the right-hand factor acting first.

```lean
/-- The operators obey the angular momentum relations `[Jz, J+] = J+`, `[Jz, J-] = -J-`
and `[J+, J-] = 2 Jz`. -/
theorem ladder_relations (n : ℕ) :
    Jz n * Jplus n - Jplus n * Jz n = Jplus n ∧
    Jz n * Jminus - Jminus * Jz n = -Jminus ∧
    Jplus n * Jminus - Jminus * Jplus n = (2 : ℂ) • Jz n := by
  -- it is enough to compare operators on basis states
  have ext_e : ∀ A B : Module.End ℂ States, (∀ k, A (e k) = B (e k)) → A = B := by
    intro A B h
    refine Finsupp.lhom_ext fun k c => ?_
    have hc : (Finsupp.single k c : States) = c • e k := by simp [e]
    rw [hc, map_smul, map_smul, h]
  obtain ⟨hm, hz, hp0, hp⟩ := ladder_action n
  refine ⟨ext_e _ _ fun k => ?_, ext_e _ _ fun k => ?_, ext_e _ _ fun k => ?_⟩ <;>
  rcases k with _ | k <;>
  simp only [LinearMap.sub_apply, LinearMap.neg_apply, LinearMap.smul_apply,
    Module.End.mul_apply, map_smul, map_zero, hm, hz, hp0, hp, smul_zero, sub_zero] <;>
  push_cast <;> module
```

The auxiliary statement `ext_e` says that two linear operators agreeing on every `e k` are equal. The proof then treats $k=0$ and $k\ge1$ separately, as in the calculation by hand, because `Jplus` has a different formula at the top. After the actions have been inserted, `module` compares the coefficients.

## Isolating one basis state

To remove components one at a time, the action of $J_z$ is needed on an arbitrary state, component by component. The notation `v i` stands for $v_i$.

```lean
/-- `Jz` multiplies the `i`-th component of every state by `n/2 - i`. -/
theorem Jz_apply (n : ℕ) (v : States) (i : ℕ) :
    Jz n v i = ((n : ℂ) / 2 - i) * v i := by
  refine Finsupp.induction_linear v ?_ ?_ ?_
  · simp
  · intro f g hf hg
    rw [map_add, Finsupp.add_apply, hf, hg, Finsupp.add_apply]
    ring
  · intro a b
    have hs : (Finsupp.single a b : States) = b • e a := by simp [e]
    rw [hs, map_smul, (ladder_action n).2.1]
    simp only [Finsupp.smul_apply, smul_eq_mul, e, Finsupp.single_apply]
    split_ifs with h
    · subst h
      ring
    · ring
```

The formula is checked for the zero vector, for sums, and for sequences with a single entry, from which every state can be built.

```lean
/-- An invariant subspace contains every basis state that occurs in one of its vectors. -/
theorem component_mem {n : ℕ} {C : Submodule ℂ States} (hC : Invariant n C) {k : ℕ}
    {v : States} (hv : v ∈ C) (hk : v k ≠ 0) : e k ∈ C := by
  have main : ∀ m : ℕ, ∀ v ∈ C, v.support.card ≤ m → v k ≠ 0 → e k ∈ C := by
    intro m
    induction m with
    | zero =>
      intro v _ hcard hk
      have := Finset.card_pos.2 ⟨k, Finsupp.mem_support_iff.2 hk⟩
      omega
    | succ m ih =>
      intro v hv hcard hk
      by_cases h : ∃ a, a ≠ k ∧ v a ≠ 0
      · -- Jz minus its eigenvalue at a removes the component a and keeps k
        obtain ⟨a, hak, ha⟩ := h
        obtain ⟨w, hwC, hw⟩ : ∃ w ∈ C, ∀ i : ℕ, w i = ((a : ℂ) - i) * v i := by
          refine ⟨Jz n v - ((n : ℂ) / 2 - a) • v,
            C.sub_mem (hC v hv).2.2 (C.smul_mem _ hv), fun i => ?_⟩
          rw [Finsupp.sub_apply, Finsupp.smul_apply, smul_eq_mul, Jz_apply]
          ring
        have hsub : w.support ⊆ v.support := by
          intro i hi
          rw [Finsupp.mem_support_iff, hw] at hi
          exact Finsupp.mem_support_iff.2 (right_ne_zero_of_mul hi)
        have hwa : a ∉ w.support := by
          rw [Finsupp.notMem_support_iff, hw, sub_self, zero_mul]
        have hlt := Finset.card_lt_card ((Finset.ssubset_iff_of_subset hsub).2
          ⟨a, Finsupp.mem_support_iff.2 ha, hwa⟩)
        refine ih w hwC (by omega) ?_
        rw [hw]
        exact mul_ne_zero (sub_ne_zero.2 (Nat.cast_injective.ne hak)) hk
      · -- only the component k is left
        have hs : e k = (v k)⁻¹ • v := by
          ext i
          by_cases hi : i = k
          · rw [hi]
            simp [e, hk]
          · have hvi : v i = 0 := by
              by_contra h'
              exact h ⟨i, hi, h'⟩
            have hi' : ¬ k = i := fun h => hi h.symm
            simp [e, hvi, hi']
        rw [hs]
        exact C.smul_mem _ hv
  exact main _ v hv le_rfl hk
```

This is the elimination argument. The inner claim `main` is proved by induction on a bound `m` for the number of nonzero components; this `m` is not a magnetic quantum number. With bound zero, a vector with `v k ≠ 0` cannot exist. In the induction step there are two cases. If some other component `a` is nonzero, the vector `w` is exactly $J_zv-(n/2-a)v$. The lines `hsub` and `hwa` show that its support lies within that of `v` and has lost `a`, so it is strictly smaller and the induction hypothesis applies. The component at `k` survives because $a-k\neq0$. If no other component is nonzero, `e k` is `v` divided by `v k`.

## Invariant subspaces always overlap

The symbol `⊥` is the zero subspace and `⊓` is intersection, so the following theorem says that two nonzero invariant subspaces never meet in zero alone.

```lean
/-- Any two nonzero invariant subspaces have a nonzero vector in common. -/
theorem invariant_inf_ne_bot {n : ℕ} {A B : Submodule ℂ States} (hA : Invariant n A)
    (hB : Invariant n B) (hA0 : A ≠ ⊥) (hB0 : B ≠ ⊥) : A ⊓ B ≠ ⊥ := by
  -- a nonzero invariant subspace contains all basis states from some k on
  have far : ∀ U, Invariant n U → U ≠ ⊥ → ∃ k, ∀ m, e (k + m) ∈ U := by
    intro U hU hU0
    obtain ⟨v, hv, hv0⟩ := Submodule.exists_mem_ne_zero_of_ne_bot hU0
    obtain ⟨k, hk⟩ : ∃ k, v k ≠ 0 := by
      by_contra h
      apply hv0
      ext i
      by_contra h'
      exact h ⟨i, h'⟩
    refine ⟨k, fun m => ?_⟩
    induction m with
    | zero => exact component_mem hU hv hk
    | succ m ih =>
      have h := (hU _ ih).2.1
      rw [(ladder_action n).1] at h
      exact h
  obtain ⟨a, ha⟩ := far A hA hA0
  obtain ⟨b, hb⟩ := far B hB hB0
  intro h
  have hab : e (a + b) ∈ A ⊓ B := ⟨ha b, by
    rw [add_comm]
    exact hb a⟩
  rw [h, Submodule.mem_bot] at hab
  exact Finsupp.single_ne_zero.2 one_ne_zero hab
```

The statement `far` produces, for each nonzero invariant subspace, an index `k` from which all basis states belong to it. The starting state comes from `component_mem`, and the induction on `m` applies $J_-$ once per step. The common vector is `e (a + b)`. In particular, the space cannot be written as a direct sum of two nonzero invariant subspaces, whether or not one of them is the tail.

## The tail is invariant and has no partner

The invariance of the tail is the one place in the argument where the raising coefficients matter.

```lean
/-- The span of the `e k` with `k > n` is invariant under `J+`, `J-` and `Jz`. -/
theorem tail_invariant (n : ℕ) : Invariant n (tail n) := by
  have he : ∀ k, n < k → e k ∈ tail n := fun k hk => Submodule.subset_span ⟨k, hk, rfl⟩
  have lift : ∀ A : Module.End ℂ States, (∀ k, n < k → A (e k) ∈ tail n) →
      ∀ v ∈ tail n, A v ∈ tail n := by
    intro A hA v hv
    have h : tail n ≤ (tail n).comap A := Submodule.span_le.2 (by
      rintro _ ⟨k, hk, rfl⟩
      exact hA k hk)
    exact h hv
  obtain ⟨hm, hz, -, hp⟩ := ladder_action n
  refine fun v hv => ⟨lift _ (fun k hk => ?_) v hv, lift _ (fun k hk => ?_) v hv,
    lift _ (fun k hk => ?_) v hv⟩
  · rcases k with _ | k
    · omega
    · rw [hp]
      by_cases h : k = n
      · -- the raising coefficient vanishes at the edge of the tail
        rw [h, sub_self, mul_zero, zero_smul]
        exact Submodule.zero_mem _
      · exact Submodule.smul_mem _ _ (he k (by omega))
  · rw [hm]
    exact he _ (by omega)
  · rw [hz]
    exact Submodule.smul_mem _ _ (he k hk)
```

By linearity, `lift` reduces the question to the spanning states `e k` with `n < k`. The three remaining goals concern $J_+$, $J_-$ and $J_z$ in that order. For $J_+$ the state has index `k + 1`, with `k` at least $n$. If `k = n`, the coefficient vanishes; otherwise `e k` is still in the tail.

The final theorem has four parts: the tail is invariant, it is not zero, it is not the whole space `⊤`, and no invariant subspace `C` is complementary to it. `IsCompl (tail n) C` means that the two intersect only in zero and together span everything. The statement holds for every natural number $n$. For $n=0$ the tail starts at $e_1$, and only $e_0$ lies above it. It is not itself a spin-0 state, since $J_-e_0=e_1\neq0$, but it becomes one in the quotient by the tail.

```lean
/-- Complete reducibility fails: the span of the `e k` with `k > n` is a nonzero proper
invariant subspace that has no invariant complement. -/
theorem not_completely_reducible (n : ℕ) :
    Invariant n (tail n) ∧ tail n ≠ ⊥ ∧ tail n ≠ ⊤ ∧
      ¬ ∃ C, Invariant n C ∧ IsCompl (tail n) C := by
  have hbot : tail n ≠ ⊥ := by
    intro h
    have h1 : e (n + 1) ∈ tail n := Submodule.subset_span ⟨n + 1, Nat.lt_succ_self n, rfl⟩
    rw [h, Submodule.mem_bot] at h1
    exact Finsupp.single_ne_zero.2 one_ne_zero h1
  have htop : tail n ≠ ⊤ := by
    intro h
    -- every vector of the tail has vanishing component at 0
    have h0 : tail n ≤ LinearMap.ker (Finsupp.lapply 0 : States →ₗ[ℂ] ℂ) := by
      refine Submodule.span_le.2 ?_
      rintro _ ⟨j, hj, rfl⟩
      have hj' : n < j := hj
      change (Finsupp.single j (1 : ℂ) : States) 0 = 0
      rw [Finsupp.single_apply, if_neg (by omega)]
    have h1 : e 0 ∈ tail n := by
      rw [h]
      exact Submodule.mem_top
    have h2 : (e 0) 0 = 0 := LinearMap.mem_ker.1 (h0 h1)
    simp [e] at h2
  refine ⟨tail_invariant n, hbot, htop, ?_⟩
  rintro ⟨C, hC, hc⟩
  -- a complement is nonzero, so it would have to meet the tail
  have hC0 : C ≠ ⊥ := by
    intro h
    have := hc.sup_eq_top
    rw [h, sup_bot_eq] at this
    exact htop this
  exact invariant_inf_ne_bot (tail_invariant n) hC hbot hC0 hc.inf_eq_bot

end

end LadderNotCompletelyReducible
```

For `hbot`, the tail contains the nonzero state `e (n + 1)`. For `htop`, every vector of the tail has vanishing component at index 0, which is expressed by placing the tail inside the kernel of the map $v\mapsto v_0$; the state `e 0` is not in that kernel. An assumed complement `C` is nonzero, since otherwise the tail alone would be the whole space. The overlap theorem then contradicts the requirement that `C` and the tail intersect only in zero.

```lean
#print axioms LadderNotCompletelyReducible.ladder_relations
-- 'LadderNotCompletelyReducible.ladder_relations' depends on axioms: [propext, Classical.choice, Quot.sound]
#print axioms LadderNotCompletelyReducible.not_completely_reducible
-- 'LadderNotCompletelyReducible.not_completely_reducible' depends on axioms: [propext, Classical.choice, Quot.sound]
```
